# Two-sided bounds on the truncation error of a dispersion integral with nonnegative absorption

Suppose an absorption spectrum $g\ge 0$ is known only up to a cutoff frequency $W$, and I want the dispersion at a frequency $w$ with $0\le w<W$. I believe that the missing part of the dispersion integral satisfies

$$T\;\le\;\int_W^\infty \frac{x\,g(x)}{x^2-w^2}\,dx\;\le\;\frac{T}{1-w^2/W^2},\qquad T=\int_W^\infty\frac{g(x)}{x}\,dx,$$

whenever $T$ is finite. So a single number, the static weight of the tail, would control the error at every frequency below the cutoff. I'd like to see this argued rigorously and checked by machine, and to know whether the two constants can be improved.

## The bounds hold, and neither constant can be improved

Write $D(w)$ for the integral in the middle. For $g\ge0$ above $W$, with $g(x)/x$ integrable there, $D(w)$ converges and $T\le D(w)\le T/(1-w^2/W^2)$. For fixed $w$ and $W$, no constant larger than $1$ works on the left for all such spectra, and none smaller than $1/(1-w^2/W^2)$ works on the right.

### Comparing the kernel with its static value

For $x>W$ we have $x>w\ge 0$, so we may divide numerator and denominator by $x^2$:

$$\frac{x\,g(x)}{x^2-w^2}=\frac{g(x)/x}{q(x)},\qquad q(x)=1-\frac{w^2}{x^2}.$$

The function $q$ does not decrease with $x$. It is positive at $W$, because $w<W$, and it never exceeds $1$. Hence $0<q(W)\le q(x)\le 1$, and since $g(x)/x\ge0$,

$$\frac{g(x)}{x}\;\le\;\frac{x\,g(x)}{x^2-w^2}\;\le\;\frac{1}{q(W)}\,\frac{g(x)}{x}.$$

The right-hand side is integrable by assumption, and the middle is the measurable function $g(x)/x$ times the measurable function $1/q(x)$. So $D(w)$ converges, and integrating the inequalities gives the claim.

If the tail absorption is confined to a band $(a,b]$ with $W\le a<b$, then $q(a)\le q(x)\le q(b)$ wherever $g$ is nonzero, and the same argument gives

$$\frac{T}{q(b)}\le D(w)\le\frac{T}{q(a)}.$$

These finer bounds settle optimality. Take the test spectrum $g(x)=x$ on $(a,b]$ and zero elsewhere, for which $T=b-a$.

- **Upper constant.** Let $c<1/q(W)$ and put the band at $(W,b]$. As $b$ decreases to $W$, $1/q(b)$ tends to $1/q(W)$, so $1/q(b)>c$ for some $b>W$. Then $D(w)\ge T/q(b)>cT$.
- **Lower constant.** Let $c>1$ and use the band $(a,a+1]$, so that $T=1$ and $D(w)\le1/q(a)$. This is below $c$ exactly when $c\,w^2<(c-1)a^2$. Choose $a=W+k$ with $k=c\,w^2/((c-1)W)$. Then $(c-1)Wk=c\,w^2$, and $a^2=W^2+2Wk+k^2>Wk$, which gives the required inequality.

### A band just above the cutoff, in numbers

Let $W=2$, $w=1$ and $g(x)=x$ on $(2,3]$, zero elsewhere above $W$. Then $T=1$ and

$$D(1)=\int_2^3\frac{x^2}{x^2-1}\,dx=1+\tfrac12\ln\tfrac32\approx1.203.$$

The general bounds are $1$ and $4/3$; the band bounds are $9/8$ and $4/3$.

The sign condition matters. With $g(x)=-x$ on the same band, $T=-1$ and $D(1)\approx-1.203$. The lower bound would require $D(1)\ge-1$ and the upper bound $D(1)\le-4/3$, and both fail. Physically, negative $g$ means gain, as in an inverted medium.

### The Lean file

```lean
import Mathlib

open MeasureTheory Set Filter Topology

namespace SpectralTruncation

noncomputable section

/-- The static weight of the unmeasured tail: the integral of `g(x)/x` above the cutoff `W`. -/
def staticTail (g : ℝ → ℝ) (W : ℝ) : ℝ := ∫ x in Ioi W, g x / x

/-- The contribution of absorption above the cutoff `W` to the dispersion integral at
frequency `w`. -/
def tailResponse (g : ℝ → ℝ) (W w : ℝ) : ℝ := ∫ x in Ioi W, x * g x / (x ^ 2 - w ^ 2)

/-- A test spectrum equal to `x` on the band `(a, b]` and zero elsewhere. The name refers to
`g(x)/x`, which equals `1` on a band of positive frequencies. -/
def flatBand (a b : ℝ) : ℝ → ℝ := (Ioc a b).indicator (fun x => x)

/-- The factor `1 - w²/x²` is positive for `x` above the probe frequency `w` and does not
decrease with `x`. -/
theorem factor_mono {w a b : ℝ} (hw : 0 ≤ w) (ha : w < a) (hab : a ≤ b) :
    0 < 1 - w ^ 2 / a ^ 2 ∧ 1 - w ^ 2 / a ^ 2 ≤ 1 - w ^ 2 / b ^ 2 := by
  have ha0 : 0 < a := lt_of_le_of_lt hw ha
  have h1 : w ^ 2 / a ^ 2 < 1 := (div_lt_one (by positivity)).2 (by nlinarith)
  have h2 : w ^ 2 / b ^ 2 ≤ w ^ 2 / a ^ 2 := by gcongr
  exact ⟨by linarith, by linarith⟩

/-- The dispersion kernel at frequency `w` is the static kernel divided by `1 - w²/x²`. -/
theorem kernel_eq {w x : ℝ} (y : ℝ) (hw : 0 ≤ w) (hx : w < x) :
    x * y / (x ^ 2 - w ^ 2) = y / x / (1 - w ^ 2 / x ^ 2) := by
  have hx0 : x ≠ 0 := (lt_of_le_of_lt hw hx).ne'
  have hd : x ^ 2 - w ^ 2 ≠ 0 := by
    have : 0 < x ^ 2 - w ^ 2 := by nlinarith
    exact this.ne'
  have h : 1 - w ^ 2 / x ^ 2 = (x ^ 2 - w ^ 2) / x ^ 2 := by
    rw [sub_div, div_self (pow_ne_zero 2 hx0)]
  rw [h]
  field_simp

/-- If `g` is nonnegative above the cutoff and the static weight of the tail is finite, the
dispersion integral over the tail converges at every frequency below the cutoff. -/
theorem tail_integrable {g : ℝ → ℝ} {W w : ℝ} (hw : 0 ≤ w) (hW : w < W)
    (hg : ∀ x, W < x → 0 ≤ g x) (hi : IntegrableOn (fun x => g x / x) (Ioi W)) :
    IntegrableOn (fun x => x * g x / (x ^ 2 - w ^ 2)) (Ioi W) := by
  have hm : Measurable (fun x : ℝ => (1 - w ^ 2 / x ^ 2)⁻¹) := by fun_prop
  refine Integrable.mono' (hi.div_const (1 - w ^ 2 / W ^ 2)) ?_ ?_
  · -- measurability is inherited from the static integrand
    refine (hi.aestronglyMeasurable.mul hm.aestronglyMeasurable).congr ?_
    filter_upwards [ae_restrict_mem measurableSet_Ioi] with x hx
    have hx' : W < x := hx
    rw [kernel_eq (g x) hw (hW.trans hx')]
    exact (div_eq_mul_inv _ _).symm
  · filter_upwards [ae_restrict_mem measurableSet_Ioi] with x hx
    have hx' : W < x := hx
    have hy : 0 ≤ g x / x := div_nonneg (hg x hx') (by linarith)
    obtain ⟨h1, h2⟩ := factor_mono hw hW hx'.le
    rw [kernel_eq (g x) hw (hW.trans hx'), Real.norm_eq_abs,
      abs_of_nonneg (div_nonneg hy (h1.le.trans h2))]
    exact div_le_div_of_nonneg_left hy h1 h2

/-- For a spectrum that is nonnegative above the cutoff `W`, with `g(x)/x` integrable there, the
truncation error of the dispersion integral at a frequency `w` with `0 ≤ w < W` lies between the
static weight `T` of the tail and `T / (1 - w²/W²)`. -/
theorem truncation_error_bounds {g : ℝ → ℝ} {W w : ℝ} (hw : 0 ≤ w) (hW : w < W)
    (hg : ∀ x, W < x → 0 ≤ g x) (hi : IntegrableOn (fun x => g x / x) (Ioi W)) :
    staticTail g W ≤ tailResponse g W w ∧
      tailResponse g W w ≤ staticTail g W / (1 - w ^ 2 / W ^ 2) := by
  have hD := tail_integrable hw hW hg hi
  constructor
  · refine setIntegral_mono_on hi hD measurableSet_Ioi fun x hx => ?_
    have hx' : W < x := hx
    have hy : 0 ≤ g x / x := div_nonneg (hg x hx') (by linarith)
    obtain ⟨h1, h2⟩ := factor_mono hw hW hx'.le
    have h3 : 0 ≤ w ^ 2 / x ^ 2 := by positivity
    rw [kernel_eq (g x) hw (hW.trans hx')]
    exact le_div_self hy (h1.trans_le h2) (by linarith)
  · rw [staticTail, ← integral_div]
    refine setIntegral_mono_on hD (hi.div_const _) measurableSet_Ioi fun x hx => ?_
    have hx' : W < x := hx
    have hy : 0 ≤ g x / x := div_nonneg (hg x hx') (by linarith)
    obtain ⟨h1, h2⟩ := factor_mono hw hW hx'.le
    rw [kernel_eq (g x) hw (hW.trans hx')]
    exact div_le_div_of_nonneg_left hy h1 h2

/-- If the absorption above the cutoff is nonnegative, has finite static weight `T` and is confined
to a band `(a, b]`, the truncation error lies between `T / (1 - w²/b²)` and `T / (1 - w²/a²)`. -/
theorem band_error_bounds {g : ℝ → ℝ} {W w a b : ℝ} (hw : 0 ≤ w) (hW : w < W) (ha : W ≤ a)
    (hg : ∀ x, W < x → 0 ≤ g x) (hi : IntegrableOn (fun x => g x / x) (Ioi W))
    (hs : ∀ x, W < x → x ∉ Ioc a b → g x = 0) :
    staticTail g W / (1 - w ^ 2 / b ^ 2) ≤ tailResponse g W w ∧
      tailResponse g W w ≤ staticTail g W / (1 - w ^ 2 / a ^ 2) := by
  have hD := tail_integrable hw hW hg hi
  -- outside the band every integrand vanishes, inside it the factor is monotone
  have key : ∀ x ∈ Ioi W, g x / x / (1 - w ^ 2 / b ^ 2) ≤ x * g x / (x ^ 2 - w ^ 2) ∧
      x * g x / (x ^ 2 - w ^ 2) ≤ g x / x / (1 - w ^ 2 / a ^ 2) := by
    intro x hx
    have hx' : W < x := hx
    by_cases hm : x ∈ Ioc a b
    · have hy : 0 ≤ g x / x := div_nonneg (hg x hx') (by linarith)
      obtain ⟨h1, h2⟩ := factor_mono hw (hW.trans_le ha) hm.1.le
      obtain ⟨h3, h4⟩ := factor_mono hw (hW.trans hx') hm.2
      rw [kernel_eq (g x) hw (hW.trans hx')]
      exact ⟨div_le_div_of_nonneg_left hy h3 h4, div_le_div_of_nonneg_left hy h1 h2⟩
    · simp [hs x hx' hm]
  rw [staticTail, ← integral_div, ← integral_div]
  exact ⟨setIntegral_mono_on (hi.div_const _) hD measurableSet_Ioi fun x hx => (key x hx).1,
    setIntegral_mono_on hD (hi.div_const _) measurableSet_Ioi fun x hx => (key x hx).2⟩

/-- The test spectrum `flatBand a b`, with its band above a positive cutoff, is nonnegative above
that cutoff, and its static weight is finite and equal to the bandwidth `b - a`. -/
theorem flatBand_static {W a b : ℝ} (hW : 0 < W) (ha : W ≤ a) (hab : a < b) :
    (∀ x, W < x → 0 ≤ flatBand a b x) ∧
      IntegrableOn (fun x => flatBand a b x / x) (Ioi W) ∧
      staticTail (flatBand a b) W = b - a := by
  have h : EqOn (fun x => flatBand a b x / x) ((Ioc a b).indicator (fun _ => (1 : ℝ)))
      (Ioi W) := by
    intro x hx
    have hx0 : x ≠ 0 := (hW.trans hx).ne'
    by_cases hm : x ∈ Ioc a b
    · simp only [flatBand, indicator_of_mem hm]
      exact div_self hx0
    · simp only [flatBand, indicator_of_notMem hm, zero_div]
  have hsub : Ioc a b ⊆ Ioi W := fun x hx => lt_of_le_of_lt ha hx.1
  refine ⟨fun x hx => indicator_nonneg (fun y hy => (hW.trans (hsub hy)).le) x, ?_, ?_⟩
  · have h1 : IntegrableOn (fun _ : ℝ => (1 : ℝ)) (Ioc a b) :=
      continuous_const.integrableOn_Ioc
    exact (h1.integrable_indicator measurableSet_Ioc).integrableOn.congr_fun h.symm
      measurableSet_Ioi
  · rw [staticTail, setIntegral_congr_fun measurableSet_Ioi h,
      setIntegral_indicator measurableSet_Ioc, inter_eq_right.2 hsub,
      ← intervalIntegral.integral_of_le hab.le]
    simp

/-- The upper constant is optimal: for every `c` below `1 / (1 - w²/W²)` some flat band
starting at the cutoff has a truncation error larger than `c` times its static weight. -/
theorem upper_constant_sharp {W w c : ℝ} (hw : 0 ≤ w) (hW : w < W)
    (hc : c < 1 / (1 - w ^ 2 / W ^ 2)) :
    ∃ b, W < b ∧ c * staticTail (flatBand W b) W < tailResponse (flatBand W b) W w := by
  have hW0 : 0 < W := lt_of_le_of_lt hw hW
  have h1 : W ^ 2 ≠ 0 := by positivity
  have h2 : 1 - w ^ 2 / W ^ 2 ≠ 0 := (factor_mono hw hW le_rfl).1.ne'
  have hcont : ContinuousAt (fun b : ℝ => 1 / (1 - w ^ 2 / b ^ 2)) W := by
    fun_prop (disch := assumption)
  -- by continuity a sufficiently narrow band does it
  have ev : ∀ᶠ b in 𝓝[>] W, c < 1 / (1 - w ^ 2 / b ^ 2) :=
    (hcont.eventually (lt_mem_nhds hc)).filter_mono nhdsWithin_le_nhds
  obtain ⟨b, hb, hWb⟩ := (ev.and self_mem_nhdsWithin).exists
  have hWb' : W < b := hWb
  obtain ⟨hg, hi, hT⟩ := flatBand_static hW0 le_rfl hWb'
  refine ⟨b, hWb', lt_of_lt_of_le ?_ (band_error_bounds hw hW le_rfl hg hi
    (fun x _ hm => indicator_of_notMem hm _)).1⟩
  rw [hT, div_eq_mul_one_div, mul_comm c]
  exact mul_lt_mul_of_pos_left hb (by linarith)

/-- The lower constant is optimal: for every `c > 1` some flat band of unit width above the
cutoff has a truncation error smaller than `c` times its static weight. -/
theorem lower_constant_sharp {W w c : ℝ} (hw : 0 ≤ w) (hW : w < W) (hc : 1 < c) :
    ∃ a, W ≤ a ∧ tailResponse (flatBand a (a + 1)) W w <
      c * staticTail (flatBand a (a + 1)) W := by
  have hW0 : 0 < W := lt_of_le_of_lt hw hW
  have hc1 : 0 < c - 1 := by linarith
  -- far above the cutoff the factor `1 - w²/a²` exceeds `1/c`
  obtain ⟨k, hk0, hk⟩ : ∃ k : ℝ, 0 ≤ k ∧ (c - 1) * (W * k) = c * w ^ 2 :=
    ⟨c * w ^ 2 / ((c - 1) * W), by positivity, by field_simp⟩
  have ha : W ≤ W + k := by linarith
  have hbig : c * w ^ 2 < (c - 1) * (W + k) ^ 2 := by
    rw [← hk]
    have : W * k < (W + k) ^ 2 := by nlinarith [mul_nonneg hW0.le hk0, pow_pos hW0 2]
    exact mul_lt_mul_of_pos_left this hc1
  have hfrac : c * (w ^ 2 / (W + k) ^ 2) < c - 1 := by
    rw [← mul_div_assoc]
    exact (div_lt_iff₀ (by positivity)).2 hbig
  obtain ⟨hg, hi, hT⟩ := flatBand_static hW0 ha (lt_add_one (W + k))
  refine ⟨W + k, ha, lt_of_le_of_lt (band_error_bounds hw hW ha hg hi
    (fun x _ hm => indicator_of_notMem hm _)).2 ?_⟩
  rw [hT, div_lt_iff₀ (factor_mono hw (hW.trans_le ha) le_rfl).1]
  linarith

end

end SpectralTruncation
```

```lean
#print axioms SpectralTruncation.truncation_error_bounds
#print axioms SpectralTruncation.upper_constant_sharp
#print axioms SpectralTruncation.lower_constant_sharp
```

```
'SpectralTruncation.truncation_error_bounds' depends on axioms: [propext, Classical.choice, Quot.sound]
'SpectralTruncation.upper_constant_sharp' depends on axioms: [propext, Classical.choice, Quot.sound]
'SpectralTruncation.lower_constant_sharp' depends on axioms: [propext, Classical.choice, Quot.sound]
```

### What the theorems say about a spectrum

The main theorem is `truncation_error_bounds`. The spectrum is a function `g : ℝ → ℝ`, of which only the values on `Ioi W`, the half-line $(W,\infty)$, play a role. `staticTail g W` is $T$ and `tailResponse g W w` is $D(w)$, both Lebesgue integrals. The hypotheses translate as follows.

- `hw` and `hW` say $0\le w<W$: the probe frequency lies below the cutoff, and the static case $w=0$ is included. There the two bounds coincide and $D(0)=T$.
- `hg` says that $g$ is nonnegative above the cutoff, which stands for a passive medium that absorbs and does not amplify.
- `hi` says that $g(x)/x$ is integrable on the tail, so that the missing absorption makes a finite contribution to the static response. It already contains the measurability that is needed. Lean gives a non-integrable function the integral $0$, so this hypothesis, together with `tail_integrable`, ensures that both integrals have their usual meaning.

In the common convention

$$\operatorname{Re}\chi(w)=\frac2\pi\,\mathrm{P}\!\!\int_0^\infty\frac{x\,\operatorname{Im}\chi(x)}{x^2-w^2}\,dx,$$

one sets $g=\operatorname{Im}\chi$, and the error from stopping at $W$ is $\frac{2}{\pi}D(w)$. The file omits the prefactor, which multiplies all three terms alike. It also does not derive the dispersion relation: $D(w)$ is defined as the tail integral. The principal value belongs to the part below $W$, which does not appear. Errors in the measured data are not treated either, nor are infinitely sharp lines above the cutoff, since $g$ is an ordinary function and not a sum of delta peaks.

For a measured or computed $\operatorname{Im}\chi$ that stops at a finite frequency, the result bounds the truncation error of $\operatorname{Re}\chi$ below the cutoff, provided that the missing absorption is nonnegative and $T$ is known or bounded. Adding $T$ to the integral cut off at $W$, before the prefactor $2/\pi$ is applied, leaves a remainder between $0$ and $T\,w^2/(W^2-w^2)$, which is at most $T/3$ for $w\le W/2$.

### How the proof follows the calculation

`factor_mono` states that $q$ is positive and nondecreasing above $w$, and `kernel_eq` is the division by $x^2$. It takes the value of the spectrum as a separate number `y`, so it is pure algebra.

`tail_integrable` proves convergence by domination. `Integrable.mono'` asks for an integrable majorant, here $(g(x)/x)/q(W)$, and leaves two goals. The first is measurability, obtained by writing the integrand as the static integrand times $1/q(x)$. The second is the pointwise bound, where nonnegativity removes the absolute value and `div_le_div_of_nonneg_left` compares the denominators $q(W)\le q(x)$.

In `truncation_error_bounds`, each half is one use of `setIntegral_mono_on`, which turns a pointwise inequality on $(W,\infty)$ into an inequality of integrals. For the lower bound, `le_div_self` says that dividing a nonnegative number by $q(x)\in(0,1]$ does not reduce it. For the upper bound, `integral_div` first moves the constant $q(W)$ inside the integral.

`band_error_bounds` collects both pointwise inequalities in `key` and splits on whether $x$ lies in the band. Inside, `factor_mono` is used twice, once for each edge; outside, `hs` makes all the terms zero.

`flatBand_static` checks that the test spectra meet the hypotheses. On the tail, `flatBand a b x / x` is the indicator function of $(a,b]$, whose integral is $b-a$. The static weight is therefore positive, and the optimality statements are not about empty spectra.

`upper_constant_sharp` is the limit $b\to W$ from above. Continuity of $1/q$ at $W$ makes $c<1/q(b)$ hold for all $b$ close enough to $W$ on the right, and one such $b$ is extracted from the filter `𝓝[>] W`. The lower band bound finishes the argument. `lower_constant_sharp` uses the explicit shift $k$ from the derivation: `hbig` is the inequality $c\,w^2<(c-1)(W+k)^2$, `hfrac` is the same after division by $(W+k)^2$, and the upper band bound then gives $D(w)<cT$.
